# The largest weight of a product state in the singlet of two spins \(s\) is \(1/(2s+1)\)

## Two spins one half

Pull a hydrogen molecule apart until one electron sits on each atom, with the two spins still coupled to a singlet. How much of this spin state can be captured by giving each atom a definite spin state of its own?

Let \(e_0\) be spin up and \(e_1\) spin down. The singlet is
\[
\psi=\tfrac{1}{\sqrt2}\,(e_0\otimes e_1-e_1\otimes e_0).
\]
For unit vectors \(a,b\in\mathbb C^2\), with the inner product conjugate-linear in its first argument,
\[
\langle a\otimes b,\psi\rangle=\tfrac1{\sqrt2}\,(\bar a_0\bar b_1-\bar a_1\bar b_0)=\tfrac1{\sqrt2}\,\langle b,Fa\rangle,\qquad Fa=(-\bar a_1,\bar a_0).
\]
The vector \(Fa\) is \(a\) with its spin reversed, and it has norm one. By Cauchy–Schwarz the squared overlap, called the weight below, is at most \(1/2\). It equals \(1/2\) when \(b\) is \(Fa\) up to a phase, that is, when the two spins are antiparallel along some axis, which may be chosen freely.

## Any pair of equal spins

Let each fragment have spin \(s=(d-1)/2\) with \(d\ge1\), and let \(e_k\), \(k=0,\dots,d-1\), have magnetic quantum number \(m_k=s-k\). Write \(k'=d-1-k\), so that \(m_{k'}=-m_k\). The state is
\[
\psi=\frac1{\sqrt d}\sum_{k=0}^{d-1}(-1)^k\,e_k\otimes e_{k'} .
\]
The claim is that the greatest weight of a product of unit vectors in \(\psi\) is \(1/d\).

**The state is a singlet.** Its entries are \(\psi_{ij}=(-1)^i/\sqrt d\) if \(j=i'\), and zero otherwise. There are \(d\) nonzero entries, each of squared modulus \(1/d\), so \(\|\psi\|=1\). A one-spin matrix \(S\), acting as \(S\otimes1+1\otimes S\), gives the entries
\[
\frac1{\sqrt d}\left[(-1)^{j'}S_{i j'}+(-1)^iS_{j i'}\right].
\]
For \(S_z\) both terms vanish unless \(j=i'\), and then the bracket is \((-1)^i(m_i+m_{i'})=0\). For \(S_+\), with \(\hbar=1\), the nonzero elements are \(S_{k-1,k}=\sqrt{k(d-k)}\). Both terms vanish unless \(i+j+2=d\). In that case both matrix elements equal \(\sqrt{(i+1)(j+1)}\), while the signs are \((-1)^{i+1}\) and \((-1)^i\), so they cancel. Since \(S^2=S_-S_++S_z^2+S_z\) for the total spin, \(\psi\) has total spin zero.

**The overlap is an inner product on one spin.** Define \((Fa)_j=(-1)^{j'}\,\overline{a_{j'}}\). Inner products of product states factorise, so
\[
\langle a\otimes b,\psi\rangle=\frac1{\sqrt d}\sum_k(-1)^k\,\bar a_k\,\bar b_{k'}
=\frac1{\sqrt d}\sum_j\bar b_j\,(-1)^{j'}\bar a_{j'}=\frac1{\sqrt d}\,\langle b,Fa\rangle ,
\]
where the middle step substitutes \(j=k'\). The map \(F\) only permutes, conjugates and changes signs, so \(\|Fa\|=\|a\|\).

**Cauchy–Schwarz finishes the argument.** For unit vectors \(|\langle b,Fa\rangle|\le1\), hence the weight is at most \(1/d\). Equality holds exactly when \(b=c\,Fa\) with \(|c|=1\). The choice \(a=e_0\), \(b=Fe_0=e_{d-1}\) reaches the bound: one fragment fully up, the other fully down.

For two separated nitrogen atoms in their quartet ground states, \(d=4\), and a reference that gives each atom one spin state carries at most a quarter of the singlet. This treats the atoms as two fixed spins. The identification of the molecular wavefunction with \(\psi\), with the orbital part factored out and each fragment kept in one spin multiplet, is a physical assumption. Products here are products between fragments, not determinants of delocalised orbitals, and a small weight does not by itself fix the error in an energy.

## Two spins one in numbers

For \(d=3\), \(\psi=(e_0\otimes e_2-e_1\otimes e_1+e_2\otimes e_0)/\sqrt3\). Take \(a=(3/5,\,4/5,\,0)\). Then \(Fa=(0,\,-4/5,\,3/5)\).

- With \(b=e_2\), the overlap is \((3/5)/\sqrt3\) and the weight is \(3/25=0.12\).
- With \(b=Fa\), the overlap is \((9/25+16/25)/\sqrt3=1/\sqrt3\) and the weight is \(1/3\).

## States and operators in Lean

```lean
import Mathlib

open scoped ComplexConjugate

namespace SpinSingletOverlap

noncomputable section
```

One spin is a complex Euclidean space with coordinates labelled by `Fin d`, the numbers \(0,\dots,d-1\). Label 0 is the highest magnetic quantum number.

```lean
/-- The state space of one spin `(d-1)/2`; basis vector `k` has magnetic quantum number
`(d-1)/2 - k`. -/
abbrev Spin (d : ℕ) := EuclideanSpace ℂ (Fin d)
```

A pair of spins has coordinates labelled by pairs \((i,j)\), which is the tensor product written in the product basis.

```lean
/-- The state space of two spins `(d-1)/2`. -/
abbrev Pair (d : ℕ) := EuclideanSpace ℂ (Fin d × Fin d)
```

The product state has entries \(a_ib_j\).

```lean
variable {d : ℕ}

/-- The product state `a ⊗ b` of two spins. -/
def tensor (a b : Spin d) : Pair d := WithLp.toLp 2 fun p => a p.1 * b p.2
```

The singlet is defined as the literal alternating sum. `EuclideanSpace.single k 1` is \(e_k\), and `k.rev` is \(k'=d-1-k\).

```lean
/-- The alternating sum `d^(-1/2) ∑ (-1)^k e_k ⊗ e_(d-1-k)`, for `d ≥ 1`. -/
def singlet (d : ℕ) : Pair d :=
  ((1 / √(d : ℝ) : ℝ) : ℂ) • ∑ k : Fin d, (-1 : ℂ) ^ (k : ℕ) •
    tensor (EuclideanSpace.single k 1) (EuclideanSpace.single k.rev 1)
```

The map \(F\) is called `spinFlip`. Textbooks call it time reversal, up to a convention for the phase.

```lean
/-- The spin flip: complex conjugation, reversal of the magnetic quantum number and
alternating signs. -/
def spinFlip (a : Spin d) : Spin d :=
  WithLp.toLp 2 fun j => (-1 : ℂ) ^ (j.rev : ℕ) * conj (a j.rev)
```

The two spin matrices are in units of \(\hbar\). In `raising`, row `i` and column `j` are linked when \(i+1=j\), because a smaller label means a larger magnetic quantum number.

```lean
/-- The matrix of `S_z` for one spin `(d-1)/2`. -/
def spinZ (d : ℕ) : Matrix (Fin d) (Fin d) ℂ :=
  Matrix.diagonal fun k => ((d : ℂ) - 1) / 2 - ((k : ℕ) : ℂ)

/-- The matrix of the raising operator `S_+` for one spin `(d-1)/2`. -/
def raising (d : ℕ) : Matrix (Fin d) (Fin d) ℂ := fun i j =>
  if (i : ℕ) + 1 = (j : ℕ) then ((√(((j : ℕ) : ℝ) * ((d : ℝ) - ((j : ℕ) : ℝ))) : ℝ) : ℂ) else 0
```

The last definition lets a one-spin matrix act on both members of the pair and adds the results.

```lean
/-- The action of `S ⊗ 1 + 1 ⊗ S` on a state of two spins. -/
def total (S : Matrix (Fin d) (Fin d) ℂ) (φ : Pair d) : Pair d :=
  WithLp.toLp 2 fun p => ∑ k, S p.1 k * φ (k, p.2) + ∑ k, S p.2 k * φ (p.1, k)
```

## The alternating sum is normalised and has total spin zero

The entries of \(\psi\) come first. In the defining sum only the term \(k=i\) can contribute to row \(i\), and `Finset.sum_eq_single` selects it.

```lean
/-- The singlet only pairs opposite magnetic quantum numbers, with alternating amplitudes. -/
theorem singlet_apply (i j : Fin d) : singlet d (i, j) =
    if j = i.rev then ((1 / √(d : ℝ) : ℝ) : ℂ) * (-1) ^ (i : ℕ) else 0 := by
  have h : singlet d (i, j) = ((1 / √(d : ℝ) : ℝ) : ℂ) * ∑ k : Fin d, (-1 : ℂ) ^ (k : ℕ) *
      ((if i = k then 1 else 0) * (if j = k.rev then 1 else 0)) := by
    simp [singlet, tensor]
  rw [h, Finset.sum_eq_single i]
  · by_cases hj : j = i.rev <;> simp [hj]
  · intro k _ hk
    rw [if_neg (Ne.symm hk)]
    ring
  · simp
```

For the norm, `hrow` shows that each row contributes \(1/d\), and adding \(d\) rows gives \(\|\psi\|^2=1\).

```lean
/-- For `d ≥ 1` the singlet is normalised. -/
theorem norm_singlet (hd : 0 < d) : ‖singlet d‖ = 1 := by
  have hrow : ∀ i : Fin d, ∑ j, ‖singlet d (i, j)‖ ^ 2 = 1 / (d : ℝ) := by
    intro i
    rw [Finset.sum_eq_single i.rev]
    · rw [singlet_apply, if_pos rfl, norm_mul, norm_pow, norm_neg, norm_one, one_pow, mul_one,
        Complex.norm_real, Real.norm_eq_abs, sq_abs, div_pow, one_pow,
        Real.sq_sqrt (Nat.cast_nonneg d)]
    · intro j _ hj
      rw [singlet_apply, if_neg hj]
      simp
    · simp
  have hd' : (d : ℝ) ≠ 0 := by exact_mod_cast hd.ne'
  have h : ‖singlet d‖ ^ 2 = 1 := by
    rw [EuclideanSpace.norm_sq_eq, Fintype.sum_prod_type, Finset.sum_congr rfl fun i _ => hrow i,
      Finset.sum_const, Finset.card_univ, Fintype.card_fin, nsmul_eq_mul]
    exact mul_one_div_cancel hd'
  nlinarith [norm_nonneg (singlet d)]
```

The next lemma isolates the cancellation. Its hypothesis `h` says that the bracket in the derivation above vanishes for all \(i,j\). Each of the two sums over \(k\) reduces to one term, and `linear_combination` multiplies `h` by \(1/\sqrt d\).

```lean
/-- If `(-1)^(j') S_(i,j') + (-1)^i S_(j,i') = 0` for all `i` and `j`, where `k' = d-1-k`, then
`(S ⊗ 1 + 1 ⊗ S) ψ = 0` for the singlet `ψ`. -/
theorem total_singlet_eq_zero (S : Matrix (Fin d) (Fin d) ℂ)
    (h : ∀ i j : Fin d, (-1) ^ (j.rev : ℕ) * S i j.rev + (-1) ^ (i : ℕ) * S j i.rev = 0) :
    total S (singlet d) = 0 := by
  ext ⟨i, j⟩
  change ∑ k, S i k * singlet d (k, j) + ∑ k, S j k * singlet d (i, k) = 0
  rw [Finset.sum_eq_single j.rev, Finset.sum_eq_single i.rev]
  · rw [singlet_apply, singlet_apply, if_pos (Fin.rev_rev j).symm, if_pos rfl]
    linear_combination ((1 / √(d : ℝ) : ℝ) : ℂ) * h i j
  · intro k _ hk
    rw [singlet_apply, if_neg hk, mul_zero]
  · simp
  · intro k _ hk
    rw [singlet_apply, if_neg (fun e => hk (by rw [e, Fin.rev_rev])), mul_zero]
  · simp
```

The hypothesis is then checked for both matrices. For `spinZ` the cases are \(i=j'\) and \(i\ne j'\), and `hv` expresses \(m_{j'}=-m_j\) through the labels. For `raising` the cases are \(i+j+2=d\) or not, and `e` is the equality of the two expressions under the square roots. Lean thus proves that the total \(S_z\) and \(S_+\) annihilate \(\psi\); the conclusion about \(S^2\) rests on the operator identity quoted earlier.

The second theorem here, `inner_tensor`, is the factorisation \(\langle a\otimes b,a'\otimes b'\rangle=\langle a,a'\rangle\langle b,b'\rangle\), obtained by expanding both sides as double sums.

```lean
/-- The total `S_z` and the total `S_+` annihilate the singlet. -/
theorem singlet_total_spin : total (spinZ d) (singlet d) = 0 ∧
    total (raising d) (singlet d) = 0 := by
  refine ⟨total_singlet_eq_zero _ fun i j => ?_, total_singlet_eq_zero _ fun i j => ?_⟩
  · by_cases h : i = j.rev
    · subst h
      have hv : ((j.rev : ℕ) : ℂ) = (d : ℂ) - 1 - ((j : ℕ) : ℂ) := by
        rw [Fin.val_rev, Nat.cast_sub (Nat.succ_le_of_lt j.isLt)]
        push_cast
        ring
      rw [Fin.rev_rev, spinZ, Matrix.diagonal_apply_eq, Matrix.diagonal_apply_eq, hv]
      ring
    · have h' : j ≠ i.rev := fun e => h (by rw [e, Fin.rev_rev])
      rw [spinZ, Matrix.diagonal_apply_ne _ h, Matrix.diagonal_apply_ne _ h']
      ring
  · have hi := Fin.val_rev i
    have hj := Fin.val_rev j
    unfold raising
    by_cases h : (i : ℕ) + j + 2 = d
    · have hj' : (j.rev : ℕ) = i + 1 := by omega
      have hi' : (i.rev : ℕ) = j + 1 := by omega
      have hdr : (d : ℝ) = (i : ℕ) + (j : ℕ) + 2 := by exact_mod_cast h.symm
      have e : (((i : ℕ) + 1 : ℕ) : ℝ) * ((d : ℝ) - (((i : ℕ) + 1 : ℕ) : ℝ)) =
          (((j : ℕ) + 1 : ℕ) : ℝ) * ((d : ℝ) - (((j : ℕ) + 1 : ℕ) : ℝ)) := by
        rw [hdr]
        push_cast
        ring
      rw [hj', hi', if_pos rfl, if_pos rfl, e]
      ring
    · rw [if_neg (by omega), if_neg (by omega)]
      ring
/-- The inner product of two product states is the product of the one-spin inner products. -/
theorem inner_tensor (a b a' b' : Spin d) :
    inner ℂ (tensor a b) (tensor a' b') = inner ℂ a a' * inner ℂ b b' := by
  simp only [PiLp.inner_apply, tensor, RCLike.inner_apply, Fintype.sum_prod_type,
    Finset.sum_mul_sum, map_mul]
  refine Finset.sum_congr rfl fun i _ => Finset.sum_congr rfl fun j _ => ?_
  ring
```

## The overlap expressed through the spin flip

Reordering the sum of squared moduli by \(k\mapsto k'\) shows that \(F\) preserves the norm. The reordering is `Equiv.sum_comp Fin.revPerm`.

```lean
/-- The spin flip preserves the norm. -/
theorem norm_spinFlip (a : Spin d) : ‖spinFlip a‖ = ‖a‖ := by
  rw [EuclideanSpace.norm_eq, EuclideanSpace.norm_eq,
    ← Equiv.sum_comp Fin.revPerm (fun i => ‖spinFlip a i‖ ^ 2)]
  congr 1
  refine Finset.sum_congr rfl fun k _ => ?_
  simp [spinFlip]
```

The same reordering proves \(\langle a\otimes b,\psi\rangle=d^{-1/2}\langle b,Fa\rangle\). The inner product is distributed over the defining sum of \(\psi\), each term is split by `inner_tensor`, and the two sums then agree term by term.

```lean
/-- The overlap of `a ⊗ b` with the singlet is `d^(-1/2)` times the overlap of `b` with the
spin flip of `a`. -/
theorem inner_singlet (a b : Spin d) : inner ℂ (tensor a b) (singlet d) =
    ((1 / √(d : ℝ) : ℝ) : ℂ) * inner ℂ b (spinFlip a) := by
  rw [singlet, inner_smul_right, inner_sum]
  congr 1
  rw [PiLp.inner_apply, ← Equiv.sum_comp Fin.revPerm (fun i => inner ℂ (b i) (spinFlip a i))]
  refine Finset.sum_congr rfl fun k _ => ?_
  rw [inner_smul_right, inner_tensor]
  simp only [EuclideanSpace.inner_single_right, spinFlip, Fin.revPerm_apply, Fin.rev_rev,
    RCLike.inner_apply, one_mul]
  ring
```

## The optimal products and the maximum

The equality case says that, for unit vectors, the weight is \(1/d\) if and only if \(b=c\,Fa\) for some \(c\) of modulus one. No separate assumption \(d\ge1\) is needed, since a unit vector exists only then.

After the overlap formula is inserted and \(1/d\) cancelled, the left side reads \(|\langle b,Fa\rangle|^2=1\). In the forward direction `h1` restates this as equality in Cauchy–Schwarz, and `norm_inner_eq_norm_iff` returns a scalar `r` with \(b=r\,Fa\). Comparing norms gives \(|r|=1\). The converse is direct substitution.

```lean
/-- A product of unit vectors `a ⊗ b` has weight `1/d` in the singlet exactly when `b` is the
spin flip of `a` up to a phase. -/
theorem weight_eq_iff (a b : Spin d) (ha : ‖a‖ = 1) (hb : ‖b‖ = 1) :
    ‖inner ℂ (tensor a b) (singlet d)‖ ^ 2 = 1 / (d : ℝ) ↔
      ∃ c : ℂ, ‖c‖ = 1 ∧ b = c • spinFlip a := by
  have hd : (d : ℝ) ≠ 0 := by
    intro h
    have h0 : d = 0 := by exact_mod_cast h
    subst h0
    simp [EuclideanSpace.norm_eq] at ha
  have hf : ‖spinFlip a‖ = 1 := (norm_spinFlip a).trans ha
  rw [inner_singlet, norm_mul, mul_pow, Complex.norm_real, Real.norm_eq_abs, sq_abs, div_pow,
    one_pow, Real.sq_sqrt (Nat.cast_nonneg d), mul_eq_left₀ (one_div_ne_zero hd)]
  constructor
  · intro h
    -- equality in Cauchy-Schwarz forces the two vectors to be parallel
    have h1 : ‖inner ℂ (spinFlip a) b‖ = ‖spinFlip a‖ * ‖b‖ := by
      rw [norm_inner_symm, hf, hb]
      nlinarith [norm_nonneg (inner ℂ b (spinFlip a))]
    have hf0 : spinFlip a ≠ 0 := norm_ne_zero_iff.mp (by rw [hf]; exact one_ne_zero)
    have hb0 : b ≠ 0 := norm_ne_zero_iff.mp (by rw [hb]; exact one_ne_zero)
    obtain ⟨r, _, hr⟩ := (norm_inner_eq_norm_iff hf0 hb0).mp h1
    refine ⟨r, ?_, hr⟩
    rw [hr, norm_smul, hf, mul_one] at hb
    exact hb
  · rintro ⟨c, hc, rfl⟩
    rw [inner_smul_left, inner_self_eq_norm_sq_to_K, hf, norm_mul, RCLike.norm_conj, hc]
    simp
```

The final theorem considers the set of all weights of products of unit vectors. `IsGreatest` means that \(1/d\) belongs to this set and that no member exceeds it. For membership the proof takes \(a=e_0\) and \(b=Fa\) and applies the equality case with \(c=1\). For the upper bound, `norm_inner_le_norm` is Cauchy–Schwarz, and the factor \(1/d\) comes from `inner_singlet`. At \(d=1\) both spins are zero, \(\psi\) is itself a product, and the maximum is 1.

```lean
/-- For `d ≥ 1`, the greatest weight of a product of unit vectors in the singlet of two spins
`(d-1)/2` is `1/d`. -/
theorem max_product_weight (hd : 0 < d) :
    IsGreatest {w : ℝ | ∃ a b : Spin d, ‖a‖ = 1 ∧ ‖b‖ = 1 ∧
      w = ‖inner ℂ (tensor a b) (singlet d)‖ ^ 2} (1 / (d : ℝ)) := by
  constructor
  · -- a basis vector and its spin flip attain the value
    have ha : ‖(EuclideanSpace.single (⟨0, hd⟩ : Fin d) (1 : ℂ) : Spin d)‖ = 1 := by simp
    have hb := (norm_spinFlip _).trans ha
    exact ⟨_, _, ha, hb, ((weight_eq_iff _ _ ha hb).mpr ⟨1, norm_one, (one_smul ℂ _).symm⟩).symm⟩
  · rintro w ⟨a, b, ha, hb, rfl⟩
    have h : ‖inner ℂ b (spinFlip a)‖ ≤ 1 := by
      simpa [norm_spinFlip, ha, hb] using norm_inner_le_norm (𝕜 := ℂ) b (spinFlip a)
    rw [inner_singlet, norm_mul, mul_pow, Complex.norm_real, Real.norm_eq_abs, sq_abs, div_pow,
      one_pow, Real.sq_sqrt (Nat.cast_nonneg d)]
    exact mul_le_of_le_one_right (by positivity) (pow_le_one₀ (norm_nonneg _) h)

end

end SpinSingletOverlap
```

```lean
#print axioms SpinSingletOverlap.norm_singlet
-- 'SpinSingletOverlap.norm_singlet' depends on axioms: [propext, Classical.choice, Quot.sound]
#print axioms SpinSingletOverlap.singlet_total_spin
-- 'SpinSingletOverlap.singlet_total_spin' depends on axioms: [propext, Classical.choice, Quot.sound]
#print axioms SpinSingletOverlap.max_product_weight
-- 'SpinSingletOverlap.max_product_weight' depends on axioms: [propext, Classical.choice, Quot.sound]
```
